# Beyond distance d, entries of a function of a tridiagonal Hamiltonian are bounded by its degree-d polynomial error on the spectrum

**A:** Let $H = U\,\mathrm{diag}(e)\,U^T$ be a real tridiagonal matrix with $U$ orthogonal, and give each orbital $k$ a real value $g_k$. If some real polynomial $p$ of degree at most $d$ satisfies $|g_k - p(e_k)| \le \varepsilon$ for every $k$, then

$$\left|\left(U\,\mathrm{diag}(g)\,U^T\right)_{ij}\right| \le \varepsilon \quad\text{whenever } |i-j| > d.$$

When the $g_k$ are occupations, the matrix on the left is the one-particle density matrix.

**Q:** That sounds like the decay of the density matrix in an insulator. Where is the gap?

**A:** It is hidden in $\varepsilon$. With a gap, the occupations may drop from 1 to 0 anywhere inside it, so a smooth curve can pass through them and, if the gap is not small compared with the spread of the energies, a polynomial of modest degree can follow that curve. A finite temperature smooths the step too. How fast $\varepsilon$ falls as $d$ grows is a question for approximation theory, and here the pair $(d, \varepsilon)$ is an input. What is proved is the link from polynomial error to distant entries.

**Q:** Then tell me what the objects are, starting with the number field.

**A:** The general version works over `𝕜`, which stands for $\mathbb{R}$ or $\mathbb{C}$, with $n$ sites labelled $0,\dots,n-1$ by `Fin n`.

```lean
import Mathlib

open Matrix Polynomial

namespace DensityMatrixLocality

noncomputable section

variable {𝕜 : Type*} [RCLike 𝕜] {n : ℕ}
```

**Q:** And "tridiagonal"?

**A:** It is the case $w=1$ of bandwidth $w$: entries between sites more than $w$ apart vanish. The labels are converted to integers before subtraction, because subtraction of natural numbers would stop at zero.

```lean
/-- A matrix on a chain of sites has bandwidth `w` if it does not couple sites
more than `w` apart. -/
def Banded (w : ℕ) (A : Matrix (Fin n) (Fin n) 𝕜) : Prop :=
  ∀ i j : Fin n, (w : ℤ) < |((i : ℕ) : ℤ) - ((j : ℕ) : ℤ)| → A i j = 0
```

**Q:** So distance means difference of labels. What about a ring?

**A:** A ring of three or more sites with the usual labelling has a hopping element in the corner of the matrix, so it isn't tridiagonal and the result for $w=1$ doesn't apply. The geometry is that of an open chain. Within it, the on-site energies and hoppings are arbitrary.

**Q:** How does the density matrix enter?

**A:** Through one construction, used for both $H$ and the density matrix. The columns of $U$ are the orbitals:

```lean
/-- The matrix `U diag(g) U†` with orbitals in the columns of `U` and values `g`. -/
def spectralMatrix (U : Matrix (Fin n) (Fin n) 𝕜) (g : Fin n → 𝕜) :
    Matrix (Fin n) (Fin n) 𝕜 :=
  U * diagonal g * Uᴴ
```

Here `Uᴴ` is $U^\dagger$. Inserting $e$ gives $H$, and inserting $g$ gives the density matrix. Written out, an entry is

$$\left(U\,\mathrm{diag}(g)\,U^\dagger\right)_{ij} = \sum_k U_{ik}\, g_k\, U_{jk}^*,$$

which is the next lemma.

```lean
/-- An entry of `U diag(g) U†` is a sum over orbitals. -/
theorem spectralMatrix_apply (U : Matrix (Fin n) (Fin n) 𝕜) (g : Fin n → 𝕜) (i j : Fin n) :
    spectralMatrix U g i j = ∑ k, U i k * g k * star (U j k) := by
  unfold spectralMatrix
  rw [Matrix.mul_apply]
  refine Finset.sum_congr rfl fun k _ => ?_
  rw [Matrix.mul_diagonal, Matrix.conjTranspose_apply]
```

**Q:** Nothing forces $g_k$ to lie between 0 and 1, or even to depend on $e_k$ alone.

**A:** Correct, and neither is needed. But if two orbitals are degenerate and carry different values, $p$ takes the same value at both, so $\varepsilon$ is at least half the difference. A degenerate level whose orbitals are filled unequally therefore pays for itself in the hypothesis; equal fractional filling carries no such cost.

**Q:** Now the derivation. Why should a polynomial know about distance?

**A:** Because each factor of $H$ moves a particle by at most $w$ sites. Let $A$ have bandwidth $a$ and $B$ bandwidth $b$, and look at

$$(AB)_{ij} = \sum_k A_{ik}B_{kj}, \qquad |i-j| > a+b.$$

Since $|i-j| \le |i-k| + |k-j|$, each $k$ has either $|i-k|>a$, and then $A_{ik}=0$, or $|k-j|>b$, and then $B_{kj}=0$. Every term vanishes. The proof makes the same case distinction, with `abs_sub_le` as the triangle inequality.

```lean
/-- Bandwidths add when matrices are multiplied. -/
theorem banded_mul {a b : ℕ} {A B : Matrix (Fin n) (Fin n) 𝕜}
    (hA : Banded a A) (hB : Banded b B) : Banded (a + b) (A * B) := by
  intro i j h
  rw [Matrix.mul_apply]
  refine Finset.sum_eq_zero fun k _ => ?_
  by_cases hk : (a : ℤ) < |((i : ℕ) : ℤ) - ((k : ℕ) : ℤ)|
  · rw [hA i k hk, zero_mul]
  · -- the first hop is short, so the second must be long
    have ht := abs_sub_le ((i : ℕ) : ℤ) ((k : ℕ) : ℤ) ((j : ℕ) : ℤ)
    push_cast at h
    rw [hB k j (by linarith [not_lt.mp hk]), mul_zero]
```

Now take powers. $H^0$ is the identity, with bandwidth 0, and each further factor adds $w$, so $H^m$ has bandwidth $mw$ by induction.

```lean
/-- The `m`-th power of a matrix of bandwidth `w` has bandwidth `m * w`. -/
theorem banded_pow {w : ℕ} {A : Matrix (Fin n) (Fin n) 𝕜} (hA : Banded w A) (m : ℕ) :
    Banded (m * w) (A ^ m) := by
  induction m with
  | zero =>
    intro i j h
    rw [pow_zero]
    apply Matrix.one_apply_ne
    rintro rfl
    simp at h
  | succ m ih =>
    rw [pow_succ, add_mul, one_mul]
    exact banded_mul ih hA
```

Finally write $p(H) = \sum_{m\le d} c_m H^m$. If $|i-j| > dw$, then $|i-j| > mw$ for each $m \le d$, and every term is zero at $(i,j)$. In Lean, $p(H)$ is `aeval A p` and the degree is `natDegree`.

```lean
/-- A polynomial of degree at most `d` in a matrix of bandwidth `w` has bandwidth `d * w`. -/
theorem banded_aeval {w d : ℕ} {A : Matrix (Fin n) (Fin n) 𝕜} (hA : Banded w A)
    (p : 𝕜[X]) (hp : p.natDegree ≤ d) : Banded (d * w) (aeval A p) := by
  intro i j h
  rw [aeval_eq_sum_range, Matrix.sum_apply]
  refine Finset.sum_eq_zero fun m hm => ?_
  have hmd : m ≤ d := by
    have := Finset.mem_range.mp hm
    omega
  have hle : ((m * w : ℕ) : ℤ) ≤ ((d * w : ℕ) : ℤ) :=
    Int.ofNat_le.mpr (Nat.mul_le_mul_right w hmd)
  rw [Matrix.smul_apply, banded_pow hA m i j (lt_of_le_of_lt hle h), smul_zero]
```

**Q:** That settles $p(H)$. But the density matrix was built from orbitals, not from powers of $H$.

**A:** The two descriptions agree for polynomials. Since $U^\dagger U = 1$,

$$U\,\mathrm{diag}(e^m)\,U^\dagger\, U\,\mathrm{diag}(e)\,U^\dagger = U\,\mathrm{diag}(e^{m+1})\,U^\dagger,$$

so $H^m = U\,\mathrm{diag}(e^m)\,U^\dagger$ by induction, starting from $H^0 = 1 = UU^\dagger$. Multiplying by $c_m$ and summing gives $p(H) = U\,\mathrm{diag}(p(e))\,U^\dagger$.

The lemma assumes only $UU^\dagger = 1$. For square matrices this implies $U^\dagger U = 1$, which is the first line of the proof. The step `hpow` is the induction on powers, and the end of the proof exchanges the sum over powers with the sum over orbitals.

```lean
/-- For unitary `U`, a polynomial in `U diag(e) U†` acts on the values `e` and leaves the orbitals
unchanged. -/
theorem aeval_spectralMatrix {U : Matrix (Fin n) (Fin n) 𝕜} (hU : U * Uᴴ = 1)
    (e : Fin n → 𝕜) (p : 𝕜[X]) :
    aeval (spectralMatrix U e) p = spectralMatrix U (fun k => p.eval (e k)) := by
  have hU' : Uᴴ * U = 1 := mul_eq_one_comm.mp hU
  -- powers first: the inner factors U†U cancel
  have hpow : ∀ m : ℕ, spectralMatrix U e ^ m = spectralMatrix U (fun k => e k ^ m) := by
    intro m
    induction m with
    | zero => simp [spectralMatrix, hU]
    | succ m ih =>
      rw [pow_succ, ih]
      unfold spectralMatrix
      calc U * diagonal (fun k => e k ^ m) * Uᴴ * (U * diagonal e * Uᴴ)
          = U * diagonal (fun k => e k ^ m) * (Uᴴ * U) * diagonal e * Uᴴ := by
            simp only [Matrix.mul_assoc]
        _ = U * (diagonal (fun k => e k ^ m) * diagonal e) * Uᴴ := by
            rw [hU', Matrix.mul_one, Matrix.mul_assoc U]
        _ = U * diagonal (fun k => e k ^ (m + 1)) * Uᴴ := by
            rw [Matrix.diagonal_mul_diagonal]
            simp only [pow_succ]
  ext i j
  rw [aeval_eq_sum_range, Matrix.sum_apply, spectralMatrix_apply]
  simp only [Matrix.smul_apply, hpow, spectralMatrix_apply, smul_eq_mul,
    eval_eq_sum_range, Finset.mul_sum, Finset.sum_mul]
  rw [Finset.sum_comm]
  refine Finset.sum_congr rfl fun k _ => Finset.sum_congr rfl fun m _ => ?_
  ring
```

**Q:** What remains is the mismatch $g_k - p(e_k)$. There are $n$ orbitals, each with an error of up to $\varepsilon$. Why isn't the bound $n\varepsilon$?

**A:** Because the orbitals share a fixed weight on each site. Let $r_k$ be values with $|r_k| \le \varepsilon$. Using $xy \le (x^2+y^2)/2$,

$$\Big|\sum_k U_{ik}\, r_k\, U_{jk}^*\Big| \le \varepsilon\sum_k |U_{ik}||U_{jk}| \le \varepsilon \sum_k \frac{|U_{ik}|^2 + |U_{jk}|^2}{2} = \varepsilon.$$

The last equality holds because the rows of $U$ are normalised: the diagonal entries of $UU^\dagger = 1$ read $\sum_k |U_{ik}|^2 = 1$. That is `row` in the proof, and the closing `calc` is the displayed chain.

```lean
/-- For unitary `U`, if all values `g` are at most `ε` in modulus, so is every entry of `U diag(g)
U†`. -/
theorem norm_spectralMatrix_apply_le {U : Matrix (Fin n) (Fin n) 𝕜} (hU : U * Uᴴ = 1)
    {g : Fin n → 𝕜} {ε : ℝ} (hg : ∀ k, ‖g k‖ ≤ ε) (i j : Fin n) :
    ‖spectralMatrix U g i j‖ ≤ ε := by
  have hε : 0 ≤ ε := (norm_nonneg _).trans (hg i)
  -- each row of a unitary matrix is normalised
  have row : ∀ i, ∑ k, ‖U i k‖ ^ 2 = 1 := by
    intro i
    have h := congrFun (congrFun hU i) i
    rw [Matrix.mul_apply, Matrix.one_apply_eq] at h
    have h2 : ((∑ k, ‖U i k‖ ^ 2 : ℝ) : 𝕜) = 1 := by
      refine Eq.trans ?_ h
      push_cast
      refine Finset.sum_congr rfl fun k _ => ?_
      rw [Matrix.conjTranspose_apply]
      exact (RCLike.mul_conj _).symm
    exact_mod_cast h2
  rw [spectralMatrix_apply]
  calc ‖∑ k, U i k * g k * star (U j k)‖
      ≤ ∑ k, ‖U i k * g k * star (U j k)‖ := norm_sum_le _ _
    _ ≤ ∑ k, ε * ((‖U i k‖ ^ 2 + ‖U j k‖ ^ 2) / 2) := by
        refine Finset.sum_le_sum fun k _ => ?_
        rw [norm_mul, norm_mul, norm_star]
        have h1 : ‖U i k‖ * ‖U j k‖ ≤ (‖U i k‖ ^ 2 + ‖U j k‖ ^ 2) / 2 := by
          nlinarith [sq_nonneg (‖U i k‖ - ‖U j k‖)]
        calc ‖U i k‖ * ‖g k‖ * ‖U j k‖ = ‖g k‖ * (‖U i k‖ * ‖U j k‖) := by ring
          _ ≤ _ := mul_le_mul (hg k) h1 (by positivity) hε
    _ = ε := by
        rw [← Finset.mul_sum, ← Finset.sum_div, Finset.sum_add_distrib, row i, row j]
        ring
```

**Q:** And then you add the two parts?

**A:** Yes. Put $g_k = [g_k - p(e_k)] + p(e_k)$. For $|i-j| > dw$ the second part contributes $p(H)_{ij} = 0$, and the first contributes at most $\varepsilon$. In the proof `hfar` is the vanishing and `hsplit` is the decomposition.

```lean
/-- Let `U` be unitary and let `U diag(e) U†` have bandwidth `w`. If a polynomial `p` of degree at
most `d` has `p (e k)` within `ε` of `g k` for every `k`, then entries of `U diag(g) U†` beyond
distance `d * w` are at most `ε` in modulus. -/
theorem norm_far_entry_le {U : Matrix (Fin n) (Fin n) 𝕜} (hU : U * Uᴴ = 1)
    {e g : Fin n → 𝕜} {w d : ℕ} (hH : Banded w (spectralMatrix U e))
    (p : 𝕜[X]) (hp : p.natDegree ≤ d) {ε : ℝ} (hg : ∀ k, ‖g k - p.eval (e k)‖ ≤ ε)
    (i j : Fin n) (hij : ((d * w : ℕ) : ℤ) < |((i : ℕ) : ℤ) - ((j : ℕ) : ℤ)|) :
    ‖spectralMatrix U g i j‖ ≤ ε := by
  have hfar := banded_aeval hH p hp i j hij
  rw [aeval_spectralMatrix hU] at hfar
  -- subtracting the polynomial part does not change a far entry
  have hsplit : spectralMatrix U g i j
      = spectralMatrix U (fun k => g k - p.eval (e k)) i j
        + spectralMatrix U (fun k => p.eval (e k)) i j := by
    simp only [spectralMatrix_apply]
    rw [← Finset.sum_add_distrib]
    refine Finset.sum_congr rfl fun k _ => ?_
    ring
  rw [hsplit, hfar, add_zero]
  exact norm_spectralMatrix_apply_le hU hg i j
```

**Q:** I was promised a real tridiagonal matrix and a transpose.

**A:** That version follows by setting $w=1$ and noting that $U^\dagger = U^T$ for real $U$. Its hypotheses are the ones I began with: `hU` is orthogonality, `hH` the spectral decomposition, `htri` tridiagonality, `hp` the degree and `hg` the approximation on the spectrum.

```lean
/-- Let `H = U diag(e) Uᵀ` be real and tridiagonal with `U` orthogonal. If a polynomial `p` of
degree at most `d` has `p (e k)` within `ε` of `g k` for every `k`, then entries of `U diag(g) Uᵀ`
beyond distance `d` are at most `ε` in absolute value. -/
theorem abs_far_entry_le_of_tridiagonal {H U : Matrix (Fin n) (Fin n) ℝ} (hU : U * Uᵀ = 1)
    {e g : Fin n → ℝ} (hH : H = U * diagonal e * Uᵀ) (htri : Banded 1 H)
    {d : ℕ} (p : ℝ[X]) (hp : p.natDegree ≤ d) {ε : ℝ}
    (hg : ∀ k, |g k - p.eval (e k)| ≤ ε)
    (i j : Fin n) (hij : (d : ℤ) < |((i : ℕ) : ℤ) - ((j : ℕ) : ℤ)|) :
    |(U * diagonal g * Uᵀ) i j| ≤ ε := by
  have hT : Uᴴ = Uᵀ := Matrix.conjTranspose_eq_transpose_of_trivial U
  rw [← hT] at hU hH ⊢
  subst hH
  exact norm_far_entry_le (w := 1) hU htri p hp hg i j (by rw [mul_one]; exact hij)
```

**Q:** The decomposition is assumed, then, not derived.

**A:** It is. A real symmetric matrix always has one, so this costs no generality in the physics. The eigenvectors need only exist; the bound doesn't contain them. The polynomial needs to be accurate only at the eigenvalues, not on the whole interval between them.

**Q:** Could a cleverer estimate replace $\varepsilon$ by $\varepsilon/2$?

**A:** Not in general. Take the open three-site chain with unit hopping:

```lean
/-- The hopping matrix of an open chain of three sites. -/
def threeSiteChain : Matrix (Fin 3) (Fin 3) ℝ := !![0, 1, 0; 1, 0, 1; 0, 1, 0]
```

Its energies are $\sqrt2,\ 0,\ -\sqrt2$, with these normalised orbitals as columns:

```lean
/-- An orthogonal matrix of orbitals for three sites. -/
def chainOrbitals : Matrix (Fin 3) (Fin 3) ℝ :=
  !![1/2, √2/2, 1/2; √2/2, 0, -(√2/2); 1/2, -(√2/2), 1/2]
```

Choose $g = (1,-1,1)$, $p = 0$, $d = 1$ and $\varepsilon = 1$. The end sites are a distance $2 > 1$ apart, and their entry is

$$\tfrac12\cdot 1\cdot\tfrac12 + \tfrac{\sqrt2}{2}\cdot(-1)\cdot\left(-\tfrac{\sqrt2}{2}\right) + \tfrac12\cdot 1\cdot\tfrac12 = \tfrac14+\tfrac12+\tfrac14 = 1 = \varepsilon.$$

The theorem below checks orthogonality, the decomposition, the bandwidth, the error bound and this entry. Its proof replaces $\sqrt2$ by a symbol $s$ with $s\cdot s = 2$ and goes through the entries one by one.

```lean
/-- The matrix `chainOrbitals` is orthogonal and, with the values `√2, 0, -√2`, gives the three-site
chain, which has bandwidth 1. The zero polynomial is within 1 of `g = (1, -1, 1)` at these values,
and the entry of `U diag(g) U†` between the end sites equals 1. -/
theorem far_entry_bound_sharp_witness :
    chainOrbitals * chainOrbitalsᴴ = 1 ∧
    spectralMatrix chainOrbitals ![√2, 0, -√2] = threeSiteChain ∧
    Banded 1 threeSiteChain ∧
    (∀ k, |(![1, -1, 1] : Fin 3 → ℝ) k
      - (0 : ℝ[X]).eval ((![√2, 0, -√2] : Fin 3 → ℝ) k)| ≤ 1) ∧
    spectralMatrix chainOrbitals ![1, -1, 1] 0 2 = 1 := by
  have hs : √2 * √2 = (2 : ℝ) := Real.mul_self_sqrt (by norm_num)
  unfold chainOrbitals
  -- only the relation s * s = 2 is needed
  generalize √2 = s at hs ⊢
  refine ⟨?_, ?_, ?_, ?_, ?_⟩
  · ext i j
    fin_cases i <;> fin_cases j <;>
      simp [Matrix.mul_apply, Fin.sum_univ_three] <;> linarith
  · ext i j
    rw [spectralMatrix_apply]
    fin_cases i <;> fin_cases j <;>
      simp [threeSiteChain, Fin.sum_univ_three] <;> linarith
  · intro i j h
    fin_cases i <;> fin_cases j <;>
      first
        | (simp [threeSiteChain]; done)
        | (exfalso; simp at h)
  · intro k
    fin_cases k <;> simp
  · rw [spectralMatrix_apply]
    simp [Fin.sum_univ_three]
    linarith

end

end DensityMatrixLocality
```

```lean
#print axioms DensityMatrixLocality.abs_far_entry_le_of_tridiagonal
-- 'DensityMatrixLocality.abs_far_entry_le_of_tridiagonal' depends on axioms: [propext, Classical.choice, Quot.sound]
```

**Q:** A value of $-1$ is no occupation. Show me numbers for an actual density matrix.

**A:** Put one spinless electron in the lowest orbital of the same chain, so that $g = (0,0,1)$ for the energies $\sqrt2, 0, -\sqrt2$. With $d=1$ we may use a straight line, and a good one is

$$p(x) = \frac14 - \frac{x}{2\sqrt2}.$$

At the three energies it gives $-\tfrac14,\ \tfrac14,\ \tfrac34$. The errors $g_k - p(e_k)$ are $\tfrac14,\ -\tfrac14,\ \tfrac14$, so $\varepsilon = \tfrac14$. The bound says that the density-matrix entry between the end sites is at most $0.25$ in modulus. Directly, only the lowest orbital contributes, and the entry is $\tfrac12\cdot\tfrac12 = 0.25$. The bound is attained by genuine occupations as well.

**Q:** So what may I conclude about a linear-scaling calculation?

**A:** For a non-interacting or mean-field Hamiltonian that couples only nearest neighbours on a finite open chain, in an orthonormal basis, a polynomial of degree at most $d$ that fits the occupations to within $\varepsilon$ tells you that each density-matrix entry you discard beyond distance $d$ is at most $\varepsilon$ in modulus. With bandwidth $w$, that distance becomes $dw$.

**Q:** Each entry, but not the energy?

**A:** Each entry. The error in an observable depends on how many entries you drop and what they multiply, and purification adds its own errors when it truncates at every iteration. Non-orthogonal basis functions would also bring in an overlap matrix, which doesn't appear here. And if $d \ge n-1$, no pair of sites is far enough apart, and the statement says nothing: the bound is useful when a good fit needs a degree well below the length of the chain.
